# With a spectral gap, the relative finite-size correction to a symmetric transfer-matrix ring decays exponentially

In zero field, a ring of 100 Ising spins whose coupling is $K=3$ in units of $k_{\mathrm B}$ times the temperature has a partition function about 61 percent larger than $L^{100}$, the value suggested by the largest eigenvalue $L$ of its transfer matrix. For a general transfer matrix, $L$ alone does not determine this error. A bound that also involves the other eigenvalues shows when the infinite-chain formula is accurate for a finite ring.

Let each site have $n$ states, and let the real symmetric matrix $T$ hold the weights of neighbouring pairs. Suppose one eigenvalue is $L>0$ and all others, counted with multiplicity, have modulus at most $qL$. Then the partition function $Z(N)$ of a ring of $N\ge 1$ sites satisfies

$$\left|\frac{Z(N)}{L^N}-1\right|\le (n-1)\,q^N .$$

For classical chains with finitely many site states and the same symmetric nearest-neighbour interaction on every bond, this gives, when $q<1$, a ring size that suffices to bring $Z(N)/L^N$ within a given tolerance of one. Here $L$ is an eigenvalue, often written $\lambda_{\max}$; the system length, which finite-size studies often call $L$, is $N$.

## Weights on a closed ring

The site states form a finite type `ι`, so $n$ is `Fintype.card ι`.

```lean
import Mathlib

open Matrix Finset

namespace FiniteSizeScaling

noncomputable section

variable {ι : Type*} [Fintype ι] [DecidableEq ι]
```

A configuration assigns a state $\sigma_i$ to each site $i=0,\dots,N-1$. Its weight is the product over bonds, and

$$Z(N)=\sum_\sigma\prod_{i=0}^{N-1}T(\sigma_i,\sigma_{i+1}),\qquad \sigma_N=\sigma_0 .$$

In Lean, `finRotate N i` is the next site around the ring. A single site is its own neighbour, and a ring of two sites has two bonds between the same pair.

For a physical chain, $T(a,b)=e^{-\beta E(a,b)}$, with $\beta$ the inverse temperature and $E$ the bond energy, including a symmetric share of any field term. This passage from a Hamiltonian to $T$ is left to the user. The theorems accept any real symmetric matrix, even one with negative entries, for which $Z$ loses its meaning as a sum of Boltzmann weights.

```lean
/-- Partition function of a ring of `N` sites: the sum over all configurations of the product
of the weights `T` of neighbouring sites, where `finRotate N i` is the site after `i`. -/
def ringPartition (T : Matrix ι ι ℝ) (N : ℕ) : ℝ :=
  ∑ σ : Fin N → ι, ∏ i, T (σ i) (σ (finRotate N i))
```

## Summing out an open chain

Take an open chain with sites $0,\dots,m$ and any weight $F$ on its two ends. Then

$$\sum_\sigma\Big[\prod_{i=0}^{m-1}T(\sigma_i,\sigma_{i+1})\Big]F(\sigma_0,\sigma_m)=\sum_{a,b}(T^m)_{ab}F(a,b).$$

For $m=0$ there is one site, and both sides equal $\sum_aF(a,a)$. To add a bond, fix the new first site in state $a$. The rest is a chain with $m$ bonds and end weight $T_{ab}F(a,c)$, so the induction hypothesis gives

$$\sum_{b,c}(T^m)_{bc}T_{ab}F(a,c)=\sum_c(T^{m+1})_{ac}F(a,c).$$

Summing over $a$ completes the step. Since the end weight changes, the induction is carried out for all $F$ at once. `Fin.consEquiv` separates the first site from the others.

```lean
/-- Summing the bond weights of an open chain of `m` bonds over its configurations, with any weight
`F` on the two end sites, gives the sum over end states `a`, `b` of `(T ^ m) a b * F a b`. -/
theorem open_chain_sum (T : Matrix ι ι ℝ) (m : ℕ) : ∀ F : ι → ι → ℝ,
    ∑ σ : Fin (m + 1) → ι, (∏ i : Fin m, T (σ i.castSucc) (σ i.succ)) *
      F (σ 0) (σ (Fin.last m)) = ∑ a, ∑ b, (T ^ m) a b * F a b := by
  induction m with
  | zero =>
    intro F
    refine (Fintype.sum_equiv (Equiv.funUnique (Fin 1) ι) _ (fun a => F a a)
      (fun σ => ?_)).trans ?_
    · rw [Fin.prod_univ_zero, one_mul]
      rfl
    · simp [Matrix.one_apply]
  | succ m ih =>
    intro F
    -- split off the first site
    rw [← (Fin.consEquiv (fun _ : Fin (m + 2) => ι)).sum_comp, Fintype.sum_prod_type]
    refine sum_congr rfl fun a _ => ?_
    calc _ = ∑ τ : Fin (m + 1) → ι, (∏ i : Fin m, T (τ i.castSucc) (τ i.succ)) *
          (T a (τ 0) * F a (τ (Fin.last m))) := by
          refine sum_congr rfl fun τ _ => ?_
          rw [Fin.prod_univ_succ]
          change (T a (τ 0) * ∏ i : Fin m, T (τ i.castSucc) (τ i.succ)) *
            F a (τ (Fin.last m)) = _
          ring
      _ = ∑ b, ∑ c, (T ^ m) b c * (T a b * F a c) := ih (fun b c => T a b * F a c)
      _ = ∑ c, (T ^ (m + 1)) a c * F a c := by
          rw [sum_comm]
          refine sum_congr rfl fun c _ => ?_
          rw [pow_succ', Matrix.mul_apply, sum_mul]
          exact sum_congr rfl fun b _ => by ring
```

## Closing the chain gives a trace

With $N=m+1$, the bond that closes the ring runs from site $m$ to site $0$. It is the end weight $F(a,b)=T_{ba}$, and therefore

$$Z(N)=\sum_{a,b}(T^{N-1})_{ab}T_{ba}=\operatorname{tr}T^N .$$

The proof splits off this last bond with `Fin.prod_univ_castSucc` and applies the open-chain formula. Symmetry of $T$ is not used. At $N=0$ the definition gives $1$ and the trace gives $n$, so the identity is stated from $N=1$.

```lean
/-- The partition function of a ring of `N ≥ 1` sites is the trace of the `N`-th power of the
transfer matrix. -/
theorem ringPartition_eq_trace (T : Matrix ι ι ℝ) {N : ℕ} (hN : 0 < N) :
    ringPartition T N = (T ^ N).trace := by
  cases N with
  | zero => omega
  | succ m =>
    calc ringPartition T (m + 1)
        = ∑ σ : Fin (m + 1) → ι, (∏ i : Fin m, T (σ i.castSucc) (σ i.succ)) *
            T (σ (Fin.last m)) (σ 0) := by
          unfold ringPartition
          refine sum_congr rfl fun σ _ => ?_
          rw [Fin.prod_univ_castSucc]
          have hrot : ∀ i : Fin (m + 1), finRotate (m + 1) i = i + 1 :=
            fun i => finRotate_apply i
          simp only [hrot, Fin.coeSucc_eq_succ, Fin.last_add_one]
      _ = ∑ a, ∑ b, (T ^ m) a b * T b a := open_chain_sum T m (fun a b => T b a)
      _ = (T ^ (m + 1)).trace := by
          rw [pow_succ]
          simp only [Matrix.trace, Matrix.diag_apply, Matrix.mul_apply]
```

## The trace as a sum over eigenvalues

Write $T=UDU^{\mathsf T}$ with $U$ orthogonal and $D$ the diagonal matrix of eigenvalues $\lambda_j$. From $TU=UD$, induction gives $T^NU=UD^N$. Inserting $UU^{\mathsf T}=1$ and using cyclicity of the trace,

$$\operatorname{tr}T^N=\operatorname{tr}(UD^NU^{\mathsf T})=\operatorname{tr}D^N=\sum_j\lambda_j^N .$$

For real matrices `IsHermitian` means symmetric. The list `hT.eigenvalues` contains each eigenvalue as often as its multiplicity. Mathlib labels it by the same type `ι` as the site states, but the label $j$ has no physical link to state $j$.

```lean
/-- For a real symmetric matrix the trace of the `N`-th power is the sum of the `N`-th powers
of the eigenvalues, counted with multiplicity. -/
theorem trace_pow_eq_sum {T : Matrix ι ι ℝ} (hT : T.IsHermitian) (N : ℕ) :
    (T ^ N).trace = ∑ j, hT.eigenvalues j ^ N := by
  let U : Matrix ι ι ℝ := hT.eigenvectorUnitary
  let D : Matrix ι ι ℝ := diagonal hT.eigenvalues
  have hU : star U * U = 1 := Matrix.mem_unitaryGroup_iff'.mp hT.eigenvectorUnitary.2
  have hU' : U * star U = 1 := Matrix.mem_unitaryGroup_iff.mp hT.eigenvectorUnitary.2
  have hs : T = U * D * star U := by
    have h := hT.spectral_theorem
    rw [Unitary.conjStarAlgAut_apply] at h
    exact h
  have hTU : T * U = U * D := by
    have h := congrArg (· * U) hs
    simpa only [mul_assoc, hU, mul_one] using h
  have hpow : ∀ m : ℕ, T ^ m * U = U * D ^ m := by
    intro m
    induction m with
    | zero => simp
    | succ m ih => rw [pow_succ, mul_assoc, hTU, ← mul_assoc, ih, mul_assoc, ← pow_succ]
  calc (T ^ N).trace = (T ^ N * U * star U).trace := by rw [mul_assoc, hU', mul_one]
    _ = (D ^ N).trace := by
        rw [hpow, Matrix.trace_mul_comm, ← mul_assoc, hU, one_mul]
    _ = ∑ j, hT.eigenvalues j ^ N := by
        simp only [D, Matrix.diagonal_pow, Matrix.trace_diagonal, Pi.pow_apply]
```

## Bounding the subdominant eigenvalues

Let $k$ be the label with $\lambda_k=L$. Its term cancels the one:

$$\frac{Z(N)}{L^N}-1=\sum_{j\ne k}\left(\frac{\lambda_j}{L}\right)^N .$$

Each of the $n-1$ terms has modulus at most $q^N$, and the triangle inequality gives the bound. In the code, `hsplit` is the displayed identity, and the `calc` block is the estimate.

The hypothesis `hgap` states $|\lambda_j|\le qL$ for every $j\ne k$. With $q<1$ it is a spectral gap: $L$ is simple and strictly dominant. Physically, it expresses that the influence of one site on another dies out exponentially along the chain. The gap is assumed here; for finite bond energies at nonzero temperature, the Perron–Frobenius theorem supplies one. The inequality itself also holds for $q\ge1$, where it gives no decay. For $n=1$ it reduces to $Z(N)=L^N$.

```lean
/-- Finite-size bound: if one eigenvalue of a real symmetric transfer matrix is `L > 0` and all
others, counted with multiplicity, have modulus at most `q L`, then on a ring of `N ≥ 1` sites
`Z(N) / L ^ N` differs from one by at most `(n - 1) q ^ N`, with `n` the number of site states. -/
theorem finite_size_bound {T : Matrix ι ι ℝ} (hT : T.IsHermitian) {k : ι} {L q : ℝ}
    (hL : 0 < L) (hk : hT.eigenvalues k = L)
    (hgap : ∀ j, j ≠ k → |hT.eigenvalues j| ≤ q * L) {N : ℕ} (hN : 0 < N) :
    |ringPartition T N / L ^ N - 1| ≤ ((Fintype.card ι : ℝ) - 1) * q ^ N := by
  have hLN : L ^ N ≠ 0 := (pow_pos hL N).ne'
  -- the dominant eigenvalue cancels the one
  have hsplit : ringPartition T N / L ^ N - 1
      = ∑ j ∈ univ.erase k, (hT.eigenvalues j / L) ^ N := by
    rw [ringPartition_eq_trace T hN, trace_pow_eq_sum hT,
      ← add_sum_erase univ (fun j => hT.eigenvalues j ^ N) (mem_univ k), hk, add_div,
      div_self hLN, add_sub_cancel_left, sum_div]
    exact sum_congr rfl fun j _ => (div_pow _ _ _).symm
  rw [hsplit]
  calc |∑ j ∈ univ.erase k, (hT.eigenvalues j / L) ^ N|
      ≤ ∑ j ∈ univ.erase k, |(hT.eigenvalues j / L) ^ N| := abs_sum_le_sum_abs _ _
    _ ≤ ∑ _j ∈ univ.erase k, q ^ N := by
        refine sum_le_sum fun j hj => ?_
        rw [abs_pow, abs_div, abs_of_pos hL]
        exact pow_le_pow_left₀ (by positivity)
          ((div_le_iff₀ hL).mpr (hgap j (ne_of_mem_erase hj))) N
    _ = ((Fintype.card ι : ℝ) - 1) * q ^ N := by
        rw [sum_const, nsmul_eq_mul, cast_card_erase_of_mem (mem_univ k), card_univ]
```

## The limit of a long ring

If $0\le q<1$, the right-hand side tends to zero, and so $Z(N)/L^N\to1$. The proof squeezes the distance from one between zero and $(n-1)q^N$, for all $N>0$.

This is a limit at fixed $T$, hence at fixed gap. Despite the namespace `FiniteSizeScaling`, it involves no scaling function near a critical point.

```lean
/-- Thermodynamic limit: if one eigenvalue of a real symmetric transfer matrix is `L > 0` and all
others, counted with multiplicity, have modulus at most `q L` with `0 ≤ q < 1`, then `Z(N) / L ^ N`
tends to one as the ring grows. -/
theorem thermodynamic_limit {T : Matrix ι ι ℝ} (hT : T.IsHermitian) {k : ι} {L q : ℝ}
    (hL : 0 < L) (hk : hT.eigenvalues k = L)
    (hgap : ∀ j, j ≠ k → |hT.eigenvalues j| ≤ q * L) (hq0 : 0 ≤ q) (hq1 : q < 1) :
    Filter.Tendsto (fun N => ringPartition T N / L ^ N) Filter.atTop (nhds 1) := by
  rw [tendsto_iff_norm_sub_tendsto_zero]
  refine squeeze_zero' (Filter.Eventually.of_forall fun N => norm_nonneg _)
    ((Filter.eventually_gt_atTop 0).mono fun N hN => finite_size_bound hT hL hk hgap hN) ?_
  simpa using (tendsto_pow_atTop_nhds_zero_of_lt_one hq0 hq1).const_mul
    ((Fintype.card ι : ℝ) - 1)
```

## Free energy per site

Set $x=Z(N)/L^N$ and $\delta=(n-1)q^N$, and suppose $\delta<1$. Then $x\ge1-\delta>0$, and

$$\frac{\log Z(N)}{N}-\log L=\frac{\log x}{N}.$$

The elementary inequalities $1-1/x\le\log x\le x-1$ give

$$-\frac{\delta}{1-\delta}=1-\frac1{1-\delta}\le\log x\le\delta\le\frac{\delta}{1-\delta}.$$

Dividing by $N$ bounds the error of $\log Z(N)/N$ by $\delta/[(1-\delta)N]$. Multiplication by $-1/\beta$ turns $\log Z(N)/N$ into the free energy per site. The two halves of the estimate are `hup` and `hdown`.

The extra factor $1/N$ matters: for the 100 spins of the opening example, the error in $\log Z(N)/N$ is only about $0.005$.

```lean
/-- Under the assumptions of the finite-size bound, if `δ = (n - 1) q ^ N` is below one, then
`log Z(N) / N` differs from `log L` by at most `δ / (1 - δ) / N`. -/
theorem log_partition_per_site {T : Matrix ι ι ℝ} (hT : T.IsHermitian) {k : ι} {L q δ : ℝ}
    (hL : 0 < L) (hk : hT.eigenvalues k = L)
    (hgap : ∀ j, j ≠ k → |hT.eigenvalues j| ≤ q * L) {N : ℕ} (hN : 0 < N)
    (hδ : δ = ((Fintype.card ι : ℝ) - 1) * q ^ N) (hδ1 : δ < 1) :
    |Real.log (ringPartition T N) / N - Real.log L| ≤ δ / (1 - δ) / N := by
  have hb := finite_size_bound hT hL hk hgap hN
  rw [← hδ] at hb
  have hδ0 : 0 ≤ δ := (abs_nonneg _).trans hb
  obtain ⟨hlo, hhi⟩ := abs_le.mp hb
  have hLN : 0 < L ^ N := pow_pos hL N
  have hN' : (0 : ℝ) < N := Nat.cast_pos.mpr hN
  have hd : 0 < 1 - δ := by linarith
  set x := ringPartition T N / L ^ N with hx
  have hx0 : 0 < x := by linarith
  have hZ : ringPartition T N = x * L ^ N := by rw [hx, div_mul_cancel₀ _ hLN.ne']
  have hlog : Real.log (ringPartition T N) / N - Real.log L = Real.log x / N := by
    rw [hZ, Real.log_mul hx0.ne' hLN.ne', Real.log_pow]
    field_simp
    ring
  rw [hlog, abs_div, abs_of_pos hN']
  -- two-sided elementary bounds on the logarithm
  have hup : Real.log x ≤ δ / (1 - δ) := by
    have h1 := Real.log_le_sub_one_of_pos hx0
    have h2 : δ ≤ δ / (1 - δ) := by
      rw [le_div_iff₀ hd]
      nlinarith
    linarith
  have hdown : -(δ / (1 - δ)) ≤ Real.log x := by
    have h1 := Real.one_sub_inv_le_log_of_pos hx0
    have h2 : x⁻¹ ≤ (1 - δ)⁻¹ := (inv_le_inv₀ hx0 hd).mpr (by linarith)
    have h3 : -(δ / (1 - δ)) = 1 - (1 - δ)⁻¹ := by
      have := hd.ne'
      field_simp
      ring
    linarith
  exact div_le_div_of_nonneg_right (abs_le.mpr ⟨hdown, hup⟩) hN'.le
```

## The Ising ring

For spins $s=\pm1$ with bond energy $-Jss'$ and no field, set $K=\beta J$. Equal neighbours have weight $e^K$ and opposite neighbours $e^{-K}$. The two elements of `Fin 2` stand for the two spin directions.

```lean
/-- Transfer matrix of the Ising chain without field, with reduced coupling `K`. -/
def isingTransfer (K : ℝ) : Matrix (Fin 2) (Fin 2) ℝ :=
  !![Real.exp K, Real.exp (-K); Real.exp (-K), Real.exp K]
```

The two off-diagonal entries agree, so the matrix is symmetric.

```lean
/-- The Ising transfer matrix is symmetric. -/
theorem ising_isHermitian (K : ℝ) : (isingTransfer K).IsHermitian :=
  Matrix.IsHermitian.ext fun i j => by
    fin_cases i <;> fin_cases j <;> simp [isingTransfer]
```

By hand, the eigenvectors $(1,\pm1)/\sqrt2$ give the eigenvalues $e^K\pm e^{-K}$, that is, $2\cosh K$ and $2\sinh K$. The Lean proof finds them from two traces instead:

$$\lambda_0+\lambda_1=2e^K,\qquad \lambda_0^2+\lambda_1^2=2e^{2K}+2e^{-2K}.$$

Eliminating $\lambda_1$ yields

$$\big(\lambda_0-(e^K+e^{-K})\big)\big(\lambda_0-(e^K-e^{-K})\big)=0 .$$

Either factor may vanish, and the two cases decide which label $k$ belongs to $2\cosh K$.

```lean
/-- The two eigenvalues of the Ising transfer matrix are `2 cosh K` and `2 sinh K`. -/
theorem ising_eigenvalues (K : ℝ) :
    ∃ k, (ising_isHermitian K).eigenvalues k = 2 * Real.cosh K ∧
      ∀ j, j ≠ k → (ising_isHermitian K).eigenvalues j = 2 * Real.sinh K := by
  have t1 : (isingTransfer K ^ 1).trace = 2 * Real.exp K := by
    simp [isingTransfer, Matrix.trace_fin_two]
    ring
  have t2 : (isingTransfer K ^ 2).trace = 2 * Real.exp K ^ 2 + 2 * Real.exp (-K) ^ 2 := by
    rw [pow_two, Matrix.trace_fin_two]
    simp only [isingTransfer, Matrix.mul_apply, Fin.sum_univ_two, Matrix.of_apply,
      Matrix.cons_val_zero, Matrix.cons_val_one, Matrix.cons_val', Matrix.cons_val_fin_one]
    ring
  rw [trace_pow_eq_sum (ising_isHermitian K), Fin.sum_univ_two] at t1 t2
  rw [Real.cosh_eq, Real.sinh_eq]
  set e := (ising_isHermitian K).eigenvalues
  -- the traces of the matrix and of its square fix the characteristic equation
  have hprod : (e 0 - (Real.exp K + Real.exp (-K))) *
      (e 0 - (Real.exp K - Real.exp (-K))) = 0 := by
    linear_combination t2 / 2 - (e 1 + 2 * Real.exp K - e 0) / 2 * t1
  rcases mul_eq_zero.mp hprod with h | h
  · exact ⟨0, by linarith, Fin.forall_fin_two.mpr
      ⟨fun h0 => absurd rfl h0, fun _ => by linarith⟩⟩
  · exact ⟨1, by linarith, Fin.forall_fin_two.mpr
      ⟨fun _ => by linarith, fun h1 => absurd rfl h1⟩⟩
```

With $L=2\cosh K$, the other eigenvalue is $L\tanh K$, so `hgap` holds with equality for $q=|\tanh K|$. The partition function is $Z(N)=(2\cosh K)^N+(2\sinh K)^N$, and

$$\left|\frac{Z(N)}{L^N}-1\right|=|\tanh K|^N=(n-1)\,q^N,\qquad n=2 .$$

The bound is thus attained for every real $K$ and every $N\ge1$. For an antiferromagnetic coupling, $K<0$, the correction before taking the modulus is negative on odd rings, where the spins cannot alternate all the way round.

```lean
/-- The finite-size bound is attained by the Ising ring for every `N ≥ 1`, with `L = 2 cosh K`
and `q = |tanh K|`. -/
theorem ising_attains_bound (K : ℝ) :
    ∃ k, (ising_isHermitian K).eigenvalues k = 2 * Real.cosh K ∧
      (∀ j, j ≠ k →
        |(ising_isHermitian K).eigenvalues j| = |Real.tanh K| * (2 * Real.cosh K)) ∧
      ∀ N : ℕ, 0 < N → |ringPartition (isingTransfer K) N / (2 * Real.cosh K) ^ N - 1|
        = ((Fintype.card (Fin 2) : ℝ) - 1) * |Real.tanh K| ^ N := by
  obtain ⟨k, hk, hj⟩ := ising_eigenvalues K
  have hc : 0 < 2 * Real.cosh K := by linarith [Real.cosh_pos K]
  have hs : 2 * Real.sinh K = Real.tanh K * (2 * Real.cosh K) := by
    have := (Real.cosh_pos K).ne'
    rw [Real.tanh_eq_sinh_div_cosh]
    field_simp
  refine ⟨k, hk, fun j hjk => by rw [hj j hjk, hs, abs_mul, abs_of_pos hc], fun N hN => ?_⟩
  have hZ : ringPartition (isingTransfer K) N
      = (2 * Real.cosh K) ^ N + (2 * Real.sinh K) ^ N := by
    rw [ringPartition_eq_trace _ hN, trace_pow_eq_sum (ising_isHermitian K), Fin.sum_univ_two]
    rcases Fin.exists_fin_two.mp (ising_eigenvalues K) with ⟨h, h'⟩ | ⟨h, h'⟩
    · rw [h, h' 1 (by decide)]
    · rw [h, h' 0 (by decide), add_comm]
  have hcN : (2 * Real.cosh K) ^ N ≠ 0 := (pow_pos hc N).ne'
  rw [hZ, hs, mul_pow (Real.tanh K), add_div, div_self hcN, mul_div_cancel_right₀ _ hcN,
    add_sub_cancel_left, abs_pow, Fintype.card_fin]
  norm_num

end

end FiniteSizeScaling
```

```lean
#print axioms FiniteSizeScaling.finite_size_bound
-- 'FiniteSizeScaling.finite_size_bound' depends on axioms: [propext, Classical.choice, Quot.sound]
#print axioms FiniteSizeScaling.thermodynamic_limit
-- 'FiniteSizeScaling.thermodynamic_limit' depends on axioms: [propext, Classical.choice, Quot.sound]
#print axioms FiniteSizeScaling.log_partition_per_site
-- 'FiniteSizeScaling.log_partition_per_site' depends on axioms: [propext, Classical.choice, Quot.sound]
#print axioms FiniteSizeScaling.ising_attains_bound
-- 'FiniteSizeScaling.ising_attains_bound' depends on axioms: [propext, Classical.choice, Quot.sound]
```
